# At fixed electron number, the ground-state double occupancy of a finite Hubbard model does not increase with U

Take a small Hubbard cluster with a fixed number of electrons and raise the on-site repulsion $U$. Each doubly occupied site now costs more, so one expects fewer of them in the ground state. But the ground state itself changes with $U$, possibly abruptly at a level crossing, and hopping competes with repulsion throughout. Is the double occupancy still guaranteed never to rise?

It is, and the argument uses only the fact that both states minimise the energy over the same set of trial states. It applies to any Hamiltonian $H_0+sV$ that is linear in a real coupling $s$.

## Energies and minimisers

In Lean 4 with Mathlib:

```lean
import Mathlib

open Matrix

namespace CouplingMonotonicity

noncomputable section

variable {n : Type*} [Fintype n]
```

The finite type `n` labels the basis states, so the Hilbert space is finite-dimensional. Operators are complex matrices indexed by `n`, and states are functions `n → ℂ`, that is, lists of amplitudes.

```lean
/-- The real part of the expectation value of the operator `A` in the state `ψ`. -/
def expect (A : Matrix n n ℂ) (ψ : n → ℂ) : ℝ := (star ψ ⬝ᵥ A *ᵥ ψ).re
```

This is $\langle A\rangle_\psi=\mathrm{Re}\,\psi^\dagger A\psi$. The symbol `⬝ᵥ` is the dot product and `*ᵥ` applies a matrix to a vector. For Hermitian $A$ the real part is the whole expectation value. Because only real parts enter, the general theorems need no Hermiticity hypothesis.

```lean
/-- `ψ` is a normalised state in the trial set `S` that minimises the expectation of `H`
among all normalised states in `S`. -/
def IsGroundOn (S : Set (n → ℂ)) (H : Matrix n n ℂ) (ψ : n → ℂ) : Prop :=
  ψ ∈ S ∧ star ψ ⬝ᵥ ψ = 1 ∧ ∀ φ ∈ S, star φ ⬝ᵥ φ = 1 → expect H ψ ≤ expect H φ
```

`IsGroundOn S H ψ` says three things, joined by `∧`: $\psi$ lies in $S$, it is normalised, and no normalised state in $S$ has a lower energy. The set $S$ is arbitrary. It may be the full space, a particle-number sector, or a nonlinear variational family such as the Slater determinants. That a minimiser exists is assumed wherever this condition appears as a hypothesis.

```lean
/-- In a fixed state the energy is an affine function of the coupling strength. -/
theorem expect_coupling (H0 V : Matrix n n ℂ) (s : ℝ) (ψ : n → ℂ) :
    expect (H0 + (s : ℂ) • V) ψ = expect H0 ψ + s * expect V ψ := by
  simp [expect, Matrix.add_mulVec, Matrix.smul_mulVec, dotProduct_add, dotProduct_smul]
```

In a fixed state, $\langle H_0+sV\rangle_\psi=\langle H_0\rangle_\psi+s\langle V\rangle_\psi$. This is linearity of the expectation value together with the reality of $s$. The notation `(s : ℂ)` regards the real number $s$ as a complex one, and `•` is multiplication by a scalar. The tactic `simp` expands the definition and applies the linearity rules.

## Exchanging the two minimisers

```lean
/-- The difference of the minimal energies at two couplings lies between the coupling
difference times the expectation of `V` in either minimiser. -/
theorem energy_difference_bounds {S : Set (n → ℂ)} {H0 V : Matrix n n ℂ} {s t : ℝ}
    {ψs ψt : n → ℂ} (hs : IsGroundOn S (H0 + (s : ℂ) • V) ψs)
    (ht : IsGroundOn S (H0 + (t : ℂ) • V) ψt) :
    (t - s) * expect V ψt ≤
        expect (H0 + (t : ℂ) • V) ψt - expect (H0 + (s : ℂ) • V) ψs ∧
      expect (H0 + (t : ℂ) • V) ψt - expect (H0 + (s : ℂ) • V) ψs ≤
        (t - s) * expect V ψs := by
  -- each minimiser serves as a trial state for the other coupling
  have h1 := hs.2.2 ψt ht.1 ht.2.1
  have h2 := ht.2.2 ψs hs.1 hs.2.1
  simp only [expect_coupling] at h1 h2 ⊢
  constructor <;> linarith
```

The hypotheses `hs` and `ht` say that $\psi_s$ and $\psi_t$ are minimisers at couplings $s$ and $t$. Write $h_s=\langle H_0\rangle_{\psi_s}$, $v_s=\langle V\rangle_{\psi_s}$ and $E_s=h_s+sv_s$, and likewise for $t$. Using $\psi_t$ as a trial state at coupling $s$ gives

$$E_s\le h_t+sv_t=E_t-(t-s)v_t .$$

Using $\psi_s$ as a trial state at coupling $t$ gives

$$E_t\le h_s+tv_s=E_s+(t-s)v_s .$$

Together,

$$(t-s)v_t\le E_t-E_s\le(t-s)v_s .$$

In the proof, `h1` and `h2` are the two trial-state inequalities, `expect_coupling` splits each energy into its two parts, and `linarith` does the linear arithmetic. The order of $s$ and $t$ plays no role yet.

```lean
/-- The expectation of the perturbation `V` in the minimising state does not increase
when its coupling strength is raised. -/
theorem expect_perturbation_antitone {S : Set (n → ℂ)} {H0 V : Matrix n n ℂ} {s t : ℝ}
    (hst : s < t) {ψs ψt : n → ℂ} (hs : IsGroundOn S (H0 + (s : ℂ) • V) ψs)
    (ht : IsGroundOn S (H0 + (t : ℂ) • V) ψt) :
    expect V ψt ≤ expect V ψs := by
  obtain ⟨h1, h2⟩ := energy_difference_bounds hs ht
  exact le_of_mul_le_mul_left (h1.trans h2) (sub_pos.mpr hst)
```

Now let $s<t$. The outer terms of the bracket give $(t-s)v_t\le(t-s)v_s$, and division by the positive number $t-s$ leaves $v_t\le v_s$. The last line of the proof does exactly this: `h1.trans h2` chains the inequalities, and `sub_pos.mpr hst` supplies $t-s>0$.

```lean
/-- For nonnegative couplings, the expectation of the unperturbed Hamiltonian in the
minimising state does not decrease when the coupling is raised. -/
theorem expect_unperturbed_monotone {S : Set (n → ℂ)} {H0 V : Matrix n n ℂ} {s t : ℝ}
    (h0 : 0 ≤ s) (hst : s < t) {ψs ψt : n → ℂ}
    (hs : IsGroundOn S (H0 + (s : ℂ) • V) ψs)
    (ht : IsGroundOn S (H0 + (t : ℂ) • V) ψt) :
    expect H0 ψs ≤ expect H0 ψt := by
  have hV := mul_le_mul_of_nonneg_left (expect_perturbation_antitone hst hs ht) h0
  have h1 := hs.2.2 ψt ht.1 ht.2.1
  simp only [expect_coupling] at h1
  linarith
```

The rest of the energy moves the other way when $0\le s<t$. From $h_s+sv_s\le h_t+sv_t$ and $sv_t\le sv_s$ it follows that

$$h_s\le h_t+s(v_t-v_s)\le h_t .$$

For a repulsive Hubbard model at fixed electron number and without site energies, this means that the hopping energy does not fall as $U$ grows. If there are site energies, the statement holds for the sum of the hopping and site energies, but it can fail for the hopping energy alone when the site energies differ.

```lean
/-- If the minimisers at two couplings have the same expectation of `V`, then the minimiser
at the first coupling is also a minimiser at the second. -/
theorem ground_of_expect_eq {S : Set (n → ℂ)} {H0 V : Matrix n n ℂ} {s t : ℝ}
    {ψs ψt : n → ℂ} (hs : IsGroundOn S (H0 + (s : ℂ) • V) ψs)
    (ht : IsGroundOn S (H0 + (t : ℂ) • V) ψt) (hV : expect V ψt = expect V ψs) :
    IsGroundOn S (H0 + (t : ℂ) • V) ψs := by
  refine ⟨hs.1, hs.2.1, fun φ hφ hn => ?_⟩
  have h1 := hs.2.2 ψt ht.1 ht.2.1
  have h2 := ht.2.2 φ hφ hn
  simp only [expect_coupling, hV] at h1 h2 ⊢
  linarith
```

Suppose that $v_t=v_s=v$. The trial-state inequality at $s$ reduces to $h_s\le h_t$. For any normalised $\varphi$ in $S$,

$$h_s+tv\le h_t+tv\le\langle H_0+tV\rangle_\varphi ,$$

so $\psi_s$ also minimises the energy at $t$. A plateau in $\langle V\rangle$ between two couplings therefore means that the first minimiser still serves at the second.

```lean
/-- In a two-level system at a level crossing, two ground states at the same coupling
have different expectations of `V`. -/
theorem level_crossing_example :
    let H0 : Matrix (Fin 2) (Fin 2) ℂ := !![0, 0; 0, 1]
    let V : Matrix (Fin 2) (Fin 2) ℂ := !![1, 0; 0, 0]
    IsGroundOn Set.univ (H0 + ((1 : ℝ) : ℂ) • V) ![1, 0] ∧
      IsGroundOn Set.univ (H0 + ((1 : ℝ) : ℂ) • V) ![0, 1] ∧
      expect V ![0, 1] < expect V ![1, 0] := by
  intro H0 V
  have h : H0 + ((1 : ℝ) : ℂ) • V = 1 := by
    ext i j
    fin_cases i <;> fin_cases j <;> simp [H0, V]
  -- for the identity every normalised state is a minimiser
  have hg : ∀ ψ : Fin 2 → ℂ, star ψ ⬝ᵥ ψ = 1 → IsGroundOn Set.univ 1 ψ := by
    intro ψ hψ
    refine ⟨Set.mem_univ _, hψ, fun φ _ hφ => ?_⟩
    simp only [expect, Matrix.one_mulVec, hψ, hφ, le_refl]
  rw [h]
  refine ⟨hg _ ?_, hg _ ?_, ?_⟩
  · simp [dotProduct, Fin.sum_univ_two]
  · simp [dotProduct, Fin.sum_univ_two]
  · simp [expect, V, Matrix.mulVec, dotProduct, Fin.sum_univ_two]
```

Here $H_0=\mathrm{diag}(0,1)$ and $V=\mathrm{diag}(1,0)$, so at coupling 1 the Hamiltonian is the identity and every normalised state is a ground state. The states $(1,0)$ and $(0,1)$ have $\langle V\rangle=1$ and $0$. If $s=t=1$ were allowed in the monotonicity theorem, choosing $(0,1)$ first and $(1,0)$ second would violate it. This is why the hypothesis is $s<t$ and not $s\le t$.

## The Hubbard model on occupation configurations

```lean
/-- An occupation configuration: the set of occupied (site, spin) modes on `L` sites. -/
abbrev Config (L : ℕ) := Finset (Fin L × Bool)
```

A mode is a pair of a site and a spin, with `true` read as up and `false` as down. A basis state is the set of occupied modes, so $L$ sites give $4^L$ configurations.

```lean
variable {L : ℕ}

/-- The fermionic sign from the occupied modes that precede `p`. -/
def jwSign (p : Fin L × Bool) (T : Config L) : ℂ :=
  (-1) ^ (T.filter (fun q => q.1 < p.1 ∨ (q.1 = p.1 ∧ q.2 < p.2))).card
```

The Jordan–Wigner sign is $(-1)^k$, where $k$ is the number of occupied modes before $p$. Modes are ordered by site first, and within a site `false` comes before `true`.

```lean
/-- The fermionic annihilation operator of the mode `p`. -/
def annih (p : Fin L × Bool) : Matrix (Config L) (Config L) ℂ :=
  Matrix.of fun S T => if p ∈ T ∧ S = T.erase p then jwSign p T else 0
```

The matrix element $\langle S|c_p|T\rangle$ is that sign if $p$ is occupied in $T$ and $S$ is $T$ with $p$ removed. Otherwise it is zero. In this section $S$ and $T$ denote configurations.

```lean
/-- The number operator of the mode `p`. -/
def num (p : Fin L × Bool) : Matrix (Config L) (Config L) ℂ := (annih p)ᴴ * annih p
```

This is $n_p=c_p^\dagger c_p$, with `ᴴ` for the conjugate transpose.

```lean
/-- The double-occupancy operator, summed over all sites. -/
def doubleOcc (L : ℕ) : Matrix (Config L) (Config L) ℂ :=
  ∑ i : Fin L, num (i, true) * num (i, false)
```

The operator is $D=\sum_i n_{i\uparrow}n_{i\downarrow}$. It is a total over the cluster, so the double occupancy per site is $\langle D\rangle/L$ for $L\ge1$.

```lean
/-- The Hubbard Hamiltonian with hopping amplitudes `τ` and on-site repulsion `U`. -/
def hubbard (τ : Matrix (Fin L) (Fin L) ℂ) (U : ℝ) : Matrix (Config L) (Config L) ℂ :=
  -(∑ i, ∑ j, ∑ σ : Bool, τ i j • ((annih (i, σ))ᴴ * annih (j, σ))) + (U : ℂ) • doubleOcc L
```

In ordinary notation,

$$H(U)=-\sum_{i,j,\sigma}\tau_{ij}\,c_{i\sigma}^\dagger c_{j\sigma}+U D .$$

The sum runs over ordered pairs, so a bond enters through both $\tau_{ij}$ and $\tau_{ji}$. In a physical model the matrix $\tau$ is Hermitian, although the definition does not require it. Any lattice geometry is allowed, and a diagonal entry $\tau_{ii}$ gives each electron on site $i$ the energy $-\tau_{ii}$.

```lean
/-- The states with exactly `N` electrons. -/
def sector (L N : ℕ) : Set (Config L → ℂ) := {ψ | ∀ S, S.card ≠ N → ψ S = 0}
```

A state belongs to the $N$-electron sector if its amplitude vanishes on every configuration whose size is not $N$. For $N>2L$ the sector holds only the zero vector, so there is no ground state to speak of.

```lean
/-- The number operator is diagonal, with entry one if the mode is occupied and zero if not. -/
theorem num_eq_diagonal (p : Fin L × Bool) :
    num p = Matrix.diagonal fun S : Config L => if p ∈ S then (1 : ℂ) else 0 := by
  have hsq : ∀ T : Config L, star (jwSign p T) * jwSign p T = 1 := by
    intro T
    rw [jwSign, star_pow, ← mul_pow]
    simp
  ext S T
  rw [num, Matrix.mul_apply, Matrix.diagonal_apply]
  simp only [Matrix.conjTranspose_apply, annih, Matrix.of_apply]
  -- only the configuration with `p` removed contributes
  rw [Finset.sum_eq_single (S.erase p)]
  · by_cases hS : p ∈ S
    · by_cases h : S = T
      · subst h
        rw [if_pos ⟨hS, rfl⟩, hsq, if_pos rfl, if_pos hS]
      · have h' : ¬(p ∈ T ∧ S.erase p = T.erase p) := by
          rintro ⟨hT, e⟩
          exact h (by rw [← Finset.insert_erase hS, e, Finset.insert_erase hT])
        rw [if_neg h', mul_zero, if_neg h]
    · simp [hS]
  · intro R _ hR
    have h : ¬(p ∈ S ∧ R = S.erase p) := fun h => hR h.2
    rw [if_neg h, star_zero, zero_mul]
  · intro h
    exact absurd (Finset.mem_univ _) h
```

The definition of $n_p$ should give the usual occupation number, and it does. By hand,

$$(n_p)_{ST}=\sum_R \overline{(c_p)_{RS}}\,(c_p)_{RT} .$$

Only $R=S\setminus\{p\}$ can contribute, and then both $S$ and $T$ must contain $p$ and agree once it is removed. Hence $S=T$, and the squared sign is 1. In the proof, `Finset.sum_eq_single` isolates this $R$, `hsq` handles the sign, and the `by_cases` lines separate occupied from empty and equal from unequal configurations.

```lean
/-- The double-occupancy operator is diagonal and counts the sites that hold both spins. -/
theorem doubleOcc_eq_diagonal : doubleOcc L = Matrix.diagonal fun S : Config L =>
    ((Finset.univ.filter fun i : Fin L => (i, true) ∈ S ∧ (i, false) ∈ S).card : ℂ) := by
  ext S T
  simp only [doubleOcc, num_eq_diagonal, Matrix.diagonal_mul_diagonal, Matrix.sum_apply,
    Matrix.diagonal_apply]
  by_cases h : S = T
  · subst h
    simp only [↓reduceIte, Finset.card_filter, Nat.cast_sum]
    refine Finset.sum_congr rfl fun i _ => ?_
    by_cases a : (i, true) ∈ S <;> by_cases b : (i, false) ∈ S <;> simp [a, b]
  · simp [h]
```

A product of diagonal matrices is diagonal, and $n_{i\uparrow}n_{i\downarrow}$ contributes 1 exactly when both spins occupy site $i$. Summing over sites counts the doubly occupied ones. In a normalised state, $\langle D\rangle$ is therefore the average of this count with weights $|\psi_S|^2$. An exact-diagonalisation code that stores the up and down occupations as two bit strings gets the count from the number of ones in their bitwise AND.

```lean
/-- The Hubbard Hamiltonian is Hermitian when the hopping matrix is Hermitian. -/
theorem hubbard_isHermitian {τ : Matrix (Fin L) (Fin L) ℂ} (hτ : τ.IsHermitian) (U : ℝ) :
    (hubbard τ U).IsHermitian := by
  have hD : (doubleOcc L)ᴴ = doubleOcc L := by
    rw [doubleOcc_eq_diagonal, Matrix.diagonal_conjTranspose]
    congr 1
    funext S
    simp
  have hU : star (U : ℂ) = (U : ℂ) := Complex.conj_ofReal U
  unfold Matrix.IsHermitian hubbard
  simp only [Matrix.conjTranspose_add, Matrix.conjTranspose_neg, Matrix.conjTranspose_sum,
    Matrix.conjTranspose_smul, Matrix.conjTranspose_mul, Matrix.conjTranspose_conjTranspose,
    hτ.apply, hD, hU]
  -- conjugation exchanges the two sites of each hop
  rw [Finset.sum_comm]
```

Taking the adjoint turns $\tau_{ij}c_{i\sigma}^\dagger c_{j\sigma}$ into $\overline{\tau_{ij}}\,c_{j\sigma}^\dagger c_{i\sigma}=\tau_{ji}c_{j\sigma}^\dagger c_{i\sigma}$. Exchanging the names $i$ and $j$ restores the original sum, which is the role of `Finset.sum_comm`. The interaction term is Hermitian because $D$ is real and diagonal and $U$ is real.

## Double occupancy as U grows

```lean
/-- At fixed electron number, the ground-state double occupancy of the Hubbard model does
not increase when the on-site repulsion is raised. -/
theorem hubbard_doubleOcc_antitone (τ : Matrix (Fin L) (Fin L) ℂ) (N : ℕ) {U U' : ℝ}
    (hU : U < U') {ψ ψ' : Config L → ℂ} (h : IsGroundOn (sector L N) (hubbard τ U) ψ)
    (h' : IsGroundOn (sector L N) (hubbard τ U') ψ') :
    expect (doubleOcc L) ψ' ≤ expect (doubleOcc L) ψ :=
  expect_perturbation_antitone hU h h'

end

end CouplingMonotonicity
```

Let $\psi$ and $\psi'$ be minimisers in the $N$-electron sector at $U<U'$, with the same hopping matrix. Then $\langle D\rangle_{\psi'}\le\langle D\rangle_\psi$. The proof is one application of the general theorem, with the hopping term as $H_0$, $D$ as $V$ and the sector as $S$. Degenerate ground states are covered, whichever one is chosen at each coupling, and $U$ may be negative. The theorem does not treat the thermodynamic limit, finite temperature or a varying electron number.

For a finite cluster at fixed $N$, this gives a test for a sweep over $U$. With $E(U)$ the minimal energy, the bracket reads

$$\langle D\rangle_{\psi'}\le\frac{E(U')-E(U)}{U'-U}\le\langle D\rangle_\psi ,$$

so two runs that report energies and double occupancies can be checked against each other. The energies must be those of $H(U)$ as defined above. A code that writes the interaction as $U\sum_i(n_{i\uparrow}-\tfrac12)(n_{i\downarrow}-\tfrac12)$ adds $U(L/4-N/2)$ to the energy, and this must be subtracted first. The same test applies to a variational calculation if the trial set is the same at both couplings and both runs reach the global minimum. A violation larger than the numerical error then points to a run stuck in a local minimum, a changed trial set, or a faulty expectation value.

```lean
#print axioms CouplingMonotonicity.expect_unperturbed_monotone
-- 'CouplingMonotonicity.expect_unperturbed_monotone' depends on axioms: [propext, Classical.choice, Quot.sound]
#print axioms CouplingMonotonicity.level_crossing_example
-- 'CouplingMonotonicity.level_crossing_example' depends on axioms: [propext, Classical.choice, Quot.sound]
#print axioms CouplingMonotonicity.hubbard_isHermitian
-- 'CouplingMonotonicity.hubbard_isHermitian' depends on axioms: [propext, Classical.choice, Quot.sound]
#print axioms CouplingMonotonicity.hubbard_doubleOcc_antitone
-- 'CouplingMonotonicity.hubbard_doubleOcc_antitone' depends on axioms: [propext, Classical.choice, Quot.sound]
```
